# Minimising over finitely many stable classical harmonic modes, coupled linearly to real site variables $s_i$, leaves the interaction $-\tfrac12\sum_{ij}J_{ij}s_is_j$ with $J$ positive semidefinite

Suppose I treat the site variables of a cooperative Jahn–Teller model as fixed real numbers $s_i$, and the phonon modes as classical coordinates $q_a$ without kinetic energy. Each mode has a stiffness $k_a>0$ and couples linearly to the sites through real constants $g_{ia}$. Relaxing the lattice should then leave an interaction between the sites alone:

$$\min_q\sum_a\Big(\tfrac12k_aq_a^2+q_a\sum_i g_{ia}s_i\Big)=-\tfrac12\sum_{i,j}J_{ij}s_is_j,\qquad J_{ij}=\sum_a\frac{g_{ia}g_{ja}}{k_a}.$$

I would like to see this made rigorous and machine-checked, including that the minimum is attained and that $J$ is positive semidefinite. How is that done?

## Completing the square, mode by mode

Write $F_a=\sum_i g_{ia}s_i$ for the linear coefficient of mode $a$. The force that the sites exert on the mode is $-F_a$. Since $k_a\neq0$,

$$\tfrac12k_aq_a^2+q_aF_a=-\frac{F_a^2}{2k_a}+\frac{k_a}{2}\Big(q_a+\frac{F_a}{k_a}\Big)^2 .$$

After summation over $a$, the last terms are nonnegative, and they all vanish exactly when $q_a=-F_a/k_a$ for every $a$. The minimum is therefore attained, at this point only, and equals $-\tfrac12\sum_aF_a^2/k_a$. Expanding the square and exchanging the finite sums gives

$$\sum_a\frac{F_a^2}{k_a}=\sum_a\sum_{i,j}\frac{g_{ia}s_i\,g_{ja}s_j}{k_a}=\sum_{i,j}J_{ij}s_is_j .$$

The left side is nonnegative for every real $s$, and $J_{ij}=J_{ji}$, so $J$ is positive semidefinite. The left side is zero only if every $F_a$ is zero, so the interaction energy vanishes exactly when the sites exert no force on any mode.

The Cauchy–Schwarz inequality for the vectors with components $g_{ia}/\sqrt{k_a}$ and $g_{ja}/\sqrt{k_a}$ gives $J_{ij}^2\le J_{ii}J_{jj}$. If $s_i^2=1$ at every site, the diagonal terms no longer depend on the configuration, and the minimum becomes

$$-\tfrac12\sum_iJ_{ii}-\tfrac12\sum_i\sum_{j\ne i}J_{ij}s_is_j .$$

## One mode with one or two sites

For one mode and one site the minimum is $-g^2s^2/(2k)$, the relaxation energy of a displaced spring. With two sites coupled equally to the mode, it is $-\frac{g^2}{2k}(s_1+s_2)^2$. For Ising variables this equals $-2g^2/k$ when they are parallel and $0$ when they are antiparallel. If $g\neq0$, the antiparallel case also shows that $J$ need not be positive definite.

## From the model to the Lean statement

The finite types `α` and `ι` label modes and sites; either may be empty. The functions `k`, `g` and `s` hold the stiffnesses, couplings and site variables, with `g i a` for $g_{ia}$. The definition `force` is the coefficient $F_a$, without the minus sign of the physical force. `coupling` is $J$, `relaxed` is the displacement $-F_a/k_a$, and `effectiveEnergy` is the site interaction.

The main theorem, `phonon_mediated_coupling`, says that the stated value is the least element of the set of all energies `energy k g s q`, as `q` runs over all real displacements. `IsLeast` requires the value to belong to that set as well as to bound it from below, so attainment is part of the theorem. Its second half is `PosSemidef` for the coupling matrix.

The hypothesis `hk` says that every mode is harmonically stable. If one mode has $k=0$ and $F\ne0$, its energy $qF$ is unbounded below and there is no minimum. The hypothesis `hs` in `ising_minimum` cannot simply be dropped either: with one mode, one site, $k=g=1$ and $s=2$, the true minimum is $-2$, whereas the Ising formula would give $-\tfrac12$.

The model has no phonon kinetic energy, anharmonicity or coupling quadratic in $q$, and the site variables are numbers, not operators. Complex lattice modes must first be rewritten in real coordinates. Within this finite, classical, linearly coupled model, the result gives the energy that lattice relaxation leaves as a function of the site variables. Two different sites $i$ and $j$ interact through it only if $J_{ij}\ne0$; if each mode couples to a single site, only self-energies remain. The result does not establish a phase transition.

```lean
import Mathlib

open Matrix

namespace CooperativeJahnTeller

noncomputable section

variable {α ι : Type*} [Fintype α] [Fintype ι]

/-- The linear force coefficient of mode `a` produced by the site variables `s`. -/
def force (g : ι → α → ℝ) (s : ι → ℝ) (a : α) : ℝ := ∑ i, g i a * s i

/-- The elastic energy of the modes plus their linear coupling to the site variables. -/
def energy (k : α → ℝ) (g : ι → α → ℝ) (s : ι → ℝ) (q : α → ℝ) : ℝ :=
  ∑ a, (k a * q a ^ 2 / 2 + q a * force g s a)

/-- The phonon-mediated coupling matrix `J i j = ∑ a, g i a * g j a / k a`. -/
def coupling (k : α → ℝ) (g : ι → α → ℝ) : Matrix ι ι ℝ :=
  Matrix.of fun i j => ∑ a, g i a * g j a / k a

/-- The effective interaction energy `-(1/2) ∑ i j, J i j * s i * s j` of the sites. -/
def effectiveEnergy (k : α → ℝ) (g : ι → α → ℝ) (s : ι → ℝ) : ℝ :=
  -(1 / 2) * ∑ i, ∑ j, coupling k g i j * s i * s j

/-- The displacement `-force g s a / k a` of mode `a`. If `k a ≠ 0`, the elastic force balances the
site force there. -/
def relaxed (k : α → ℝ) (g : ι → α → ℝ) (s : ι → ℝ) (a : α) : ℝ :=
  -force g s a / k a

/-- The quadratic form of the coupling matrix is the sum over modes of the squared force
divided by the stiffness. -/
theorem coupling_quadratic (k : α → ℝ) (g : ι → α → ℝ) (s : ι → ℝ) :
    ∑ i, ∑ j, coupling k g i j * s i * s j = ∑ a, force g s a ^ 2 / k a := by
  calc ∑ i, ∑ j, coupling k g i j * s i * s j
      = ∑ i, ∑ j, ∑ a, (g i a * s i) * (g j a * s j) / k a := by
        refine Finset.sum_congr rfl fun i _ => Finset.sum_congr rfl fun j _ => ?_
        simp only [coupling, Matrix.of_apply, Finset.sum_mul]
        exact Finset.sum_congr rfl fun a _ => by ring
    _ = ∑ i, ∑ a, ∑ j, (g i a * s i) * (g j a * s j) / k a :=
        Finset.sum_congr rfl fun i _ => Finset.sum_comm
    _ = ∑ a, ∑ i, ∑ j, (g i a * s i) * (g j a * s j) / k a := Finset.sum_comm
    _ = ∑ a, force g s a ^ 2 / k a := by
        refine Finset.sum_congr rfl fun a _ => ?_
        rw [force, sq, Finset.sum_mul_sum, Finset.sum_div]
        exact Finset.sum_congr rfl fun i _ => by rw [Finset.sum_div]

/-- The energy is the effective site interaction plus the elastic energy of the
displacements measured from their relaxed values. -/
theorem energy_complete_square {k : α → ℝ} (hk : ∀ a, 0 < k a) (g : ι → α → ℝ)
    (s : ι → ℝ) (q : α → ℝ) :
    energy k g s q =
      effectiveEnergy k g s + ∑ a, k a / 2 * (q a - relaxed k g s a) ^ 2 := by
  rw [effectiveEnergy, coupling_quadratic, Finset.mul_sum, ← Finset.sum_add_distrib, energy]
  refine Finset.sum_congr rfl fun a _ => ?_
  have h : k a * (force g s a / k a) = force g s a := mul_div_cancel₀' (hk a).ne' _
  have h2 : force g s a ^ 2 / k a = force g s a * (force g s a / k a) := by ring
  have h3 : relaxed k g s a = -(force g s a / k a) := by rw [relaxed, neg_div]
  rw [h2, h3]
  -- only `k * (force / k) = force` is needed beyond ring arithmetic
  linear_combination (-(q a) - force g s a / k a / 2) * h
where
  mul_div_cancel₀' {x : ℝ} (hx : x ≠ 0) (y : ℝ) : x * (y / x) = y := by
    field_simp

/-- The phonon-mediated coupling matrix is positive semidefinite. -/
theorem coupling_posSemidef {k : α → ℝ} (hk : ∀ a, 0 < k a) (g : ι → α → ℝ) :
    (coupling k g).PosSemidef := by
  apply Matrix.PosSemidef.of_dotProduct_mulVec_nonneg
  · ext i j
    simp only [coupling, Matrix.conjTranspose_apply, Matrix.of_apply, star_trivial]
    exact Finset.sum_congr rfl fun a _ => by ring
  · intro s
    have h : star s ⬝ᵥ (coupling k g *ᵥ s) = ∑ i, ∑ j, coupling k g i j * s i * s j := by
      simp only [dotProduct, Matrix.mulVec, star_trivial, Finset.mul_sum]
      exact Finset.sum_congr rfl fun i _ => Finset.sum_congr rfl fun j _ => by ring
    rw [h, coupling_quadratic]
    exact Finset.sum_nonneg fun a _ => div_nonneg (sq_nonneg _) (hk a).le

/-- The minimum of the energy over all mode displacements is the effective interaction
`-(1/2) ∑ i j, J i j * s i * s j`, and the matrix `J` is positive semidefinite. -/
theorem phonon_mediated_coupling {k : α → ℝ} (hk : ∀ a, 0 < k a) (g : ι → α → ℝ)
    (s : ι → ℝ) :
    IsLeast (Set.range (energy k g s))
      (-(1 / 2) * ∑ i, ∑ j, coupling k g i j * s i * s j) ∧
    (coupling k g).PosSemidef := by
  refine ⟨⟨⟨relaxed k g s, ?_⟩, ?_⟩, coupling_posSemidef hk g⟩
  · -- at the relaxed displacements every square vanishes
    rw [energy_complete_square hk]
    simp [effectiveEnergy]
  · rintro _ ⟨q, rfl⟩
    rw [energy_complete_square hk]
    have h : 0 ≤ ∑ a, k a / 2 * (q a - relaxed k g s a) ^ 2 :=
      Finset.sum_nonneg fun a _ => mul_nonneg (half_pos (hk a)).le (sq_nonneg _)
    exact le_add_of_nonneg_right h

/-- The energy equals the effective interaction only at the relaxed displacements. -/
theorem energy_eq_effective_iff {k : α → ℝ} (hk : ∀ a, 0 < k a) (g : ι → α → ℝ)
    (s : ι → ℝ) (q : α → ℝ) :
    energy k g s q = effectiveEnergy k g s ↔ q = relaxed k g s := by
  rw [energy_complete_square hk, add_eq_left, Finset.sum_eq_zero_iff_of_nonneg
    fun a _ => mul_nonneg (half_pos (hk a)).le (sq_nonneg _)]
  constructor
  · intro h
    funext a
    have h1 := (mul_eq_zero.mp (h a (Finset.mem_univ a))).resolve_left (half_pos (hk a)).ne'
    exact sub_eq_zero.mp (pow_eq_zero_iff two_ne_zero |>.mp h1)
  · rintro rfl a _
    simp

/-- The effective interaction energy vanishes exactly when the site variables exert no
force on any mode. -/
theorem effectiveEnergy_eq_zero_iff {k : α → ℝ} (hk : ∀ a, 0 < k a) (g : ι → α → ℝ)
    (s : ι → ℝ) : effectiveEnergy k g s = 0 ↔ ∀ a, force g s a = 0 := by
  have h0 : effectiveEnergy k g s = 0 ↔ ∑ a, force g s a ^ 2 / k a = 0 := by
    rw [effectiveEnergy, coupling_quadratic]
    constructor <;> intro h <;> linarith
  rw [h0, Finset.sum_eq_zero_iff_of_nonneg fun a _ => div_nonneg (sq_nonneg _) (hk a).le]
  simp [(hk _).ne']

omit [Fintype ι] in
/-- The squared coupling between two sites is at most the product of their
self-couplings. -/
theorem coupling_sq_le {k : α → ℝ} (hk : ∀ a, 0 < k a) (g : ι → α → ℝ) (i j : ι) :
    coupling k g i j ^ 2 ≤ coupling k g i i * coupling k g j j := by
  simp only [coupling, Matrix.of_apply]
  exact Finset.sum_sq_le_sum_mul_sum_of_sq_le_mul _
    (fun a _ => div_nonneg (mul_self_nonneg _) (hk a).le)
    (fun a _ => div_nonneg (mul_self_nonneg _) (hk a).le)
    (fun a _ => le_of_eq (by ring))

/-- For Ising variables the minimum energy is a constant self-energy plus a pair
interaction between distinct sites. -/
theorem ising_minimum [DecidableEq ι] {k : α → ℝ} (hk : ∀ a, 0 < k a) (g : ι → α → ℝ)
    {s : ι → ℝ} (hs : ∀ i, s i ^ 2 = 1) :
    IsLeast (Set.range (energy k g s))
      (-(1 / 2) * ∑ i, coupling k g i i -
        1 / 2 * ∑ i, ∑ j ∈ Finset.univ.erase i, coupling k g i j * s i * s j) := by
  have key : ∑ i, ∑ j, coupling k g i j * s i * s j = ∑ i, coupling k g i i +
      ∑ i, ∑ j ∈ Finset.univ.erase i, coupling k g i j * s i * s j := by
    rw [← Finset.sum_add_distrib]
    refine Finset.sum_congr rfl fun i _ => ?_
    -- split off the diagonal term, where the square of the Ising variable is one
    have h := Finset.add_sum_erase Finset.univ
      (fun j => coupling k g i j * s i * s j) (Finset.mem_univ i)
    have hd : coupling k g i i * s i * s i = coupling k g i i := by
      rw [mul_assoc, ← sq, hs i, mul_one]
    simp only [hd] at h
    exact h.symm
  have hmin := (phonon_mediated_coupling hk g s).1
  rw [key] at hmin
  convert hmin using 1
  ring

end

end CooperativeJahnTeller
```

```lean
#print axioms CooperativeJahnTeller.phonon_mediated_coupling
#print axioms CooperativeJahnTeller.effectiveEnergy_eq_zero_iff
#print axioms CooperativeJahnTeller.coupling_sq_le
#print axioms CooperativeJahnTeller.ising_minimum
```

```
'CooperativeJahnTeller.phonon_mediated_coupling' depends on axioms: [propext, Classical.choice, Quot.sound]
'CooperativeJahnTeller.effectiveEnergy_eq_zero_iff' depends on axioms: [propext, Classical.choice, Quot.sound]
'CooperativeJahnTeller.coupling_sq_le' depends on axioms: [propext, Classical.choice, Quot.sound]
'CooperativeJahnTeller.ising_minimum' depends on axioms: [propext, Classical.choice, Quot.sound]
```

## How the proof follows the algebra

`coupling_quadratic` is the exchange of sums. Its `calc` block expands $J$, moves the mode sum outward with `Finset.sum_comm`, and recognises the remaining double sum over sites as $F_a^2/k_a$.

`energy_complete_square` uses that identity to reduce the claim to a single mode. There, `linear_combination` verifies the completed square from $k_a(F_a/k_a)=F_a$, the one place where this identity needs $k_a\neq0$.

`coupling_posSemidef` checks the symmetry of $J$, rewrites its quadratic form as $\sum_aF_a^2/k_a$, and notes that every term is nonnegative. The main theorem then inserts `relaxed k g s` to show that the value is attained, and uses the nonnegative sum of squares for the lower bound.

The remaining theorems use the same two identities or the definition of $J$:

- `energy_eq_effective_iff` gives uniqueness of the minimiser: a sum of nonnegative terms is zero only if each term is, and $k_a/2\neq0$ then forces $q_a$ to its relaxed value.
- `effectiveEnergy_eq_zero_iff` applies the same argument to $\sum_aF_a^2/k_a$.
- `coupling_sq_le` applies a finite-sum form of Cauchy–Schwarz, whose termwise condition holds here with equality.
- `ising_minimum` splits the term $j=i$ from each inner sum with `Finset.add_sum_erase`, replaces $s_i^2$ by $1$, and rewrites the minimum already found.
